# Asymmetric parts, symmetric sum: the Laplacian matrix of one-dimensional augmented orbitals

If a program computes the sphere part of a Laplacian matrix for one triangle only and mirrors it into the other, while it integrates the outer part in full, the mirrored elements can be wrong by a boundary term at the sphere radius. For real orbitals on $[0,L]$ that vanish at both ends, are twice continuously differentiable on each side of the sphere boundary $R$ (up to the endpoints) and have a continuous slope at $R$, the sphere and outer parts have opposite asymmetries, and only their sum is sure to be symmetric.

```lean
import Mathlib

open Set MeasureTheory

namespace AugmentedLaplacian

noncomputable section

/-- On `[a, b]` the function `u` is twice continuously differentiable up to the endpoints,
with slope `u'` and curvature `u''`. -/
structure IsC2Piece (a b : ℝ) (u u' u'' : ℝ → ℝ) : Prop where
  c0 : ContinuousOn u (Icc a b)
  c1 : ContinuousOn u' (Icc a b)
  c2 : ContinuousOn u'' (Icc a b)
  d1 : ∀ x ∈ Ioo a b, HasDerivAt u (u' x) x
  d2 : ∀ x ∈ Ioo a b, HasDerivAt u' (u'' x) x

/-- A continuous orbital on `[0, L]`, vanishing at both ends and C² on each side of the sphere
boundary `R`; its slope may jump at `R`. -/
structure Orbital (R L : ℝ) where
  val : ℝ → ℝ
  slopeIn : ℝ → ℝ
  slopeOut : ℝ → ℝ
  curvIn : ℝ → ℝ
  curvOut : ℝ → ℝ
  sphere : IsC2Piece 0 R val slopeIn curvIn
  outside : IsC2Piece R L val slopeOut curvOut
  left : val 0 = 0
  right : val L = 0

variable {R L a b : ℝ} {u u' u'' v v' v'' : ℝ → ℝ}

/-- The slopes from the two sides agree at the sphere boundary. -/
def Orbital.IsSmooth (f : Orbital R L) : Prop := f.slopeIn R = f.slopeOut R

/-- The sphere part of the Laplacian matrix element, the integral of `g f''` over `[0, R]`. -/
def sphereForm (g f : Orbital R L) : ℝ := ∫ x in (0 : ℝ)..R, g.val x * f.curvIn x

/-- The outer part of the Laplacian matrix element, the integral of `g f''` over `[R, L]`. -/
def outerForm (g f : Orbital R L) : ℝ := ∫ x in R..L, g.val x * f.curvOut x

/-- The assembled Laplacian matrix element, the sum of the sphere and outer parts. -/
def assembledForm (g f : Orbital R L) : ℝ := sphereForm g f + outerForm g f

/-- The integrand `v u''` of a Laplacian matrix element is integrable on a C² piece. -/
theorem integrable_piece (hab : a ≤ b) (hu : IsC2Piece a b u u' u'')
    (hv : IsC2Piece a b v v' v'') :
    IntervalIntegrable (fun x => v x * u'' x) volume a b := by
  have h : ContinuousOn (fun x => v x * u'' x) (Icc a b) := hv.c0.mul hu.c2
  exact h.intervalIntegrable_of_Icc hab

/-- Green's first identity on one piece: the Laplacian element is a boundary term minus the
integral of the product of slopes. -/
theorem green_first (hab : a ≤ b) (hu : IsC2Piece a b u u' u'')
    (hv : IsC2Piece a b v v' v'') :
    ∫ x in a..b, v x * u'' x =
      v b * u' b - v a * u' a - ∫ x in a..b, v' x * u' x := by
  have i1 := integrable_piece hab hu hv
  have c : ContinuousOn (fun x => v' x * u' x) (Icc a b) := hv.c1.mul hu.c1
  have i2 : IntervalIntegrable (fun x => v' x * u' x) volume a b :=
    c.intervalIntegrable_of_Icc hab
  -- integrate the derivative of `v u'`
  have h : ∫ x in a..b, (v' x * u' x + v x * u'' x) = v b * u' b - v a * u' a :=
    intervalIntegral.integral_eq_sub_of_hasDerivAt_of_le (f := fun x => v x * u' x) hab
      (hv.c0.mul hu.c1) (fun x hx => (hv.d1 x hx).mul (hu.d2 x hx)) (i2.add i1)
  rw [intervalIntegral.integral_add i2 i1] at h
  linarith

/-- Green's second identity on one piece: the integral of `v u'' - u v''` is the difference of
`u' v - u v'` between the endpoints. -/
theorem green_second (hab : a ≤ b) (hu : IsC2Piece a b u u' u'')
    (hv : IsC2Piece a b v v' v'') :
    ∫ x in a..b, (v x * u'' x - u x * v'' x) =
      (u' b * v b - u b * v' b) - (u' a * v a - u a * v' a) := by
  rw [intervalIntegral.integral_sub (integrable_piece hab hu hv) (integrable_piece hab hv hu),
    green_first hab hu hv, green_first hab hv hu]
  have h : ∫ x in a..b, v' x * u' x = ∫ x in a..b, u' x * v' x := by
    simp only [mul_comm]
  rw [h]
  ring

/-- The asymmetry of the sphere part and that of the outer part are boundary terms at `R`,
each taken with the slopes of its own side. -/
theorem parts_asymmetry (hR : 0 ≤ R) (hL : R ≤ L) (f g : Orbital R L) :
    sphereForm g f - sphereForm f g = f.slopeIn R * g.val R - f.val R * g.slopeIn R ∧
    outerForm g f - outerForm f g = -(f.slopeOut R * g.val R - f.val R * g.slopeOut R) := by
  have h1 := green_second hR f.sphere g.sphere
  have h2 := green_second hL f.outside g.outside
  rw [intervalIntegral.integral_sub (integrable_piece hR f.sphere g.sphere)
    (integrable_piece hR g.sphere f.sphere), f.left, g.left] at h1
  rw [intervalIntegral.integral_sub (integrable_piece hL f.outside g.outside)
    (integrable_piece hL g.outside f.outside), f.right, g.right] at h2
  unfold sphereForm outerForm
  constructor <;> linarith

/-- For orbitals with kinks, the asymmetry of the assembled Laplacian form is given by the
slope jumps at the sphere boundary. -/
theorem assembled_asymmetry (hR : 0 ≤ R) (hL : R ≤ L) (f g : Orbital R L) :
    assembledForm g f - assembledForm f g =
      g.val R * (f.slopeIn R - f.slopeOut R) - f.val R * (g.slopeIn R - g.slopeOut R) := by
  obtain ⟨h1, h2⟩ := parts_asymmetry hR hL f g
  unfold assembledForm
  linarith

/-- For orbitals with matching slopes, the integral of `g f'' - f g''` over the sphere part is
`f' g - f g'` at `R`, over the outer part it is the negative, and the assembled form is
symmetric. -/
theorem assembled_symmetric (hR : 0 ≤ R) (hL : R ≤ L) (f g : Orbital R L)
    (hf : f.IsSmooth) (hg : g.IsSmooth) :
    (∫ x in (0 : ℝ)..R, (g.val x * f.curvIn x - f.val x * g.curvIn x)) =
        f.slopeIn R * g.val R - f.val R * g.slopeIn R ∧
    (∫ x in R..L, (g.val x * f.curvOut x - f.val x * g.curvOut x)) =
        -(f.slopeIn R * g.val R - f.val R * g.slopeIn R) ∧
    assembledForm g f = assembledForm f g := by
  unfold Orbital.IsSmooth at hf hg
  have h1 := green_second hR f.sphere g.sphere
  have h2 := green_second hL f.outside g.outside
  have h3 := assembled_asymmetry hR hL f g
  rw [f.left, g.left] at h1
  rw [f.right, g.right, ← hf, ← hg] at h2
  rw [← hf, ← hg] at h3
  refine ⟨?_, ?_, ?_⟩ <;> linarith

/-- If the slope of `f` is continuous at `R`, the assembled Laplacian element is minus the
integral of the product of slopes over both regions. -/
theorem assembled_eq_neg_slopes (hR : 0 ≤ R) (hL : R ≤ L) (f g : Orbital R L)
    (hf : f.IsSmooth) :
    assembledForm g f = -((∫ x in (0 : ℝ)..R, g.slopeIn x * f.slopeIn x) +
      ∫ x in R..L, g.slopeOut x * f.slopeOut x) := by
  unfold Orbital.IsSmooth at hf
  unfold assembledForm sphereForm outerForm
  rw [green_first hR f.sphere g.sphere, green_first hL f.outside g.outside,
    g.left, g.right, hf]
  ring

/-- The polynomial `(s + t x) x (L - x)` is C² on every interval. -/
theorem trial_piece (a b L s t : ℝ) :
    IsC2Piece a b (fun x => (s + t * x) * (x * (L - x)))
      (fun x => s * L + 2 * (t * L - s) * x - 3 * t * (x * x))
      (fun x => 2 * (t * L - s) - 6 * t * x) where
  c0 := by fun_prop
  c1 := by fun_prop
  c2 := by fun_prop
  d1 x _ := ((((hasDerivAt_id' x).const_mul t).const_add s).fun_mul
    ((hasDerivAt_id' x).fun_mul ((hasDerivAt_id' x).const_sub L))).congr_deriv (by ring)
  d2 x _ := ((((hasDerivAt_id' x).const_mul (2 * (t * L - s))).const_add (s * L)).fun_sub
    (((hasDerivAt_id' x).fun_mul (hasDerivAt_id' x)).const_mul (3 * t))).congr_deriv (by ring)

/-- The polynomial orbital `(s + t x) x (L - x)`. -/
def trialOrbital (R L s t : ℝ) : Orbital R L where
  val := fun x => (s + t * x) * (x * (L - x))
  slopeIn := fun x => s * L + 2 * (t * L - s) * x - 3 * t * (x * x)
  slopeOut := fun x => s * L + 2 * (t * L - s) * x - 3 * t * (x * x)
  curvIn := fun x => 2 * (t * L - s) - 6 * t * x
  curvOut := fun x => 2 * (t * L - s) - 6 * t * x
  sphere := trial_piece 0 R L s t
  outside := trial_piece R L L s t
  left := by ring
  right := by ring

/-- An orbital has no kink at `R` exactly when its assembled Laplacian elements with all
smooth orbitals are symmetric. -/
theorem smooth_iff_symmetric (hR : 0 < R) (hL : R < L) (f : Orbital R L) :
    f.IsSmooth ↔ ∀ g : Orbital R L, g.IsSmooth → assembledForm g f = assembledForm f g := by
  refine ⟨fun hf g hg => (assembled_symmetric hR.le hL.le f g hf hg).2.2, fun h => ?_⟩
  -- test against the parabola, which does not vanish at `R`
  have hj := assembled_asymmetry hR.le hL.le f (trialOrbital R L 1 0)
  have gv : (trialOrbital R L 1 0).val R = R * (L - R) := by
    simp only [trialOrbital]; ring
  have gs : (trialOrbital R L 1 0).slopeIn R = (trialOrbital R L 1 0).slopeOut R := rfl
  have hsym := h (trialOrbital R L 1 0) gs
  rw [gv, gs] at hj
  have h0 : R * (L - R) * (f.slopeIn R - f.slopeOut R) = 0 := by linarith
  have hne : R * (L - R) ≠ 0 := (mul_pos hR (sub_pos.2 hL)).ne'
  exact sub_eq_zero.1 ((mul_eq_zero.1 h0).resolve_left hne)

/-- The smooth orbitals `x (L - x)` and `x² (L - x)` have an asymmetric sphere part and an
asymmetric outer part for every interior boundary `R`. -/
theorem parts_not_symmetric_witness (hR : 0 < R) (hL : R < L) :
    (trialOrbital R L 1 0).IsSmooth ∧ (trialOrbital R L 0 1).IsSmooth ∧
    sphereForm (trialOrbital R L 0 1) (trialOrbital R L 1 0) ≠
      sphereForm (trialOrbital R L 1 0) (trialOrbital R L 0 1) ∧
    outerForm (trialOrbital R L 0 1) (trialOrbital R L 1 0) ≠
      outerForm (trialOrbital R L 1 0) (trialOrbital R L 0 1) := by
  obtain ⟨h1, h2⟩ := parts_asymmetry hR.le hL.le (trialOrbital R L 1 0) (trialOrbital R L 0 1)
  have hp : 0 < (R * (L - R)) ^ 2 := pow_pos (mul_pos hR (sub_pos.2 hL)) 2
  -- the boundary term is minus the square of the parabola at `R`
  have e1 : (trialOrbital R L 1 0).slopeIn R * (trialOrbital R L 0 1).val R -
      (trialOrbital R L 1 0).val R * (trialOrbital R L 0 1).slopeIn R =
      -(R * (L - R)) ^ 2 := by
    simp only [trialOrbital]; ring
  have e2 : (trialOrbital R L 1 0).slopeOut R * (trialOrbital R L 0 1).val R -
      (trialOrbital R L 1 0).val R * (trialOrbital R L 0 1).slopeOut R =
      -(R * (L - R)) ^ 2 := e1
  rw [e1] at h1
  rw [e2] at h2
  refine ⟨rfl, rfl, fun h => ?_, fun h => ?_⟩ <;> nlinarith

end

end AugmentedLaplacian
```

```lean
#print axioms AugmentedLaplacian.assembled_eq_neg_slopes
#print axioms AugmentedLaplacian.smooth_iff_symmetric
```

```
'AugmentedLaplacian.assembled_eq_neg_slopes' depends on axioms: [propext, Classical.choice, Quot.sound]
'AugmentedLaplacian.smooth_iff_symmetric' depends on axioms: [propext, Classical.choice, Quot.sound]
```

## Orbitals with two slopes at the boundary

The interval $[0,R]$ plays the role of the muffin-tin sphere, and $[R,L]$ that of the region outside it. An `Orbital R L` has one value function `val`, written $f$ below, and separate slopes and curvatures for the two regions: `slopeIn` and `curvIn` inside, `slopeOut` and `curvOut` outside. I write the slopes as $f'_{\rm in}$ and $f'_{\rm out}$, and the curvature as $f''$ in whichever region is meant.

The predicate `IsC2Piece` ties these functions together. Value, slope and curvature are continuous on the closed interval, and in the open interval the slope is the derivative of the value and the curvature is the derivative of the slope. For $0<R<L$ this makes $f'_{\rm in}(R)$ and $f'_{\rm out}(R)$ the one-sided derivatives at $R$. The fields `left` and `right` say that $f(0)=f(L)=0$.

An orbital is continuous at $R$ but may have a kink there, as an augmented plane wave (APW) generally does. The condition `IsSmooth` is $f'_{\rm in}(R)=f'_{\rm out}(R)$, the matching of slopes that the linearised method (LAPW) imposes on its basis functions.

The matrix elements are

$$
S(g,f)=\int_0^R g f''\,dx,\qquad O(g,f)=\int_R^L g f''\,dx,\qquad A(g,f)=S(g,f)+O(g,f),
$$

called `sphereForm`, `outerForm` and `assembledForm`. The second argument is the one that is differentiated. When $f$ has no kink at $R$, the kinetic-energy matrix element in atomic units is $-\tfrac12 A(g,f)$; a kink in $f$ contributes a further term at $R$, which $A(g,f)$ leaves out.

The main theorem, `assembled_symmetric`, takes $0\le R\le L$ and two smooth orbitals, and states three things:

$$
\int_0^R (g f''-f g'')\,dx=(f'g-fg')(R),\qquad
\int_R^L (g f''-f g'')\,dx=-(f'g-fg')(R),\qquad
A(g,f)=A(f,g).
$$

## What this means for a Hamiltonian matrix

A real local potential contributes $\int g V f\,dx$, which is symmetric in each region separately, so in this one-dimensional model with real orbitals any asymmetry of a regional Hamiltonian block comes from the kinetic energy. An asymmetric sphere block is therefore not by itself a sign of a programming error, provided that the outer block cancels it.

The model has a single boundary point and hard walls at $0$ and $L$. It does not treat three-dimensional spheres, complex plane waves or Bloch boundary conditions. The theorems concern the symmetry of matrix elements, not the self-adjointness of an operator or the accuracy of a basis.

## Integration by parts in each region

Let $u$ and $v$ be twice continuously differentiable up to the endpoints of $[a,b]$. The product rule gives $(vu')'=v'u'+vu''$, and integrating it yields Green's first identity:

$$
\int_a^b v u''\,dx=v(b)u'(b)-v(a)u'(a)-\int_a^b v'u'\,dx .
$$

This is `green_first`. Its proof applies the fundamental theorem of calculus to $vu'$, in a version that needs continuity on the closed interval, derivatives only in the open one, and an integrable derivative. The integral of the sum is then split in two; `integrable_piece` supplies the integrability of $vu''$.

Exchanging $u$ and $v$ and subtracting removes the integral of the slopes, since $v'u'=u'v'$. What remains is Green's second identity, `green_second`:

$$
\int_a^b (v u''-u v'')\,dx=(u'v-uv')(b)-(u'v-uv')(a).
$$

Now set $u=f$ and $v=g$. On $[0,R]$ the term at $0$ vanishes because $f(0)=g(0)=0$; on $[R,L]$ the term at $L$ vanishes for the same reason. Hence

$$
S(g,f)-S(f,g)=f'_{\rm in}(R)g(R)-f(R)g'_{\rm in}(R),
$$

$$
O(g,f)-O(f,g)=-\bigl(f'_{\rm out}(R)g(R)-f(R)g'_{\rm out}(R)\bigr).
$$

These two equations are `parts_asymmetry`, and they hold with or without kinks. Their sum is `assembled_asymmetry`:

$$
A(g,f)-A(f,g)=g(R)\,[f'_{\rm in}-f'_{\rm out}](R)-f(R)\,[g'_{\rm in}-g'_{\rm out}](R).
$$

If both orbitals are smooth, both brackets are zero and $A$ is symmetric. The Lean proof of `assembled_symmetric` follows this route: it rewrites the outer slopes at $R$ as inner ones, and `linarith` does the remaining linear arithmetic.

## The form written with slopes

Adding Green's first identity over the two regions leaves the boundary terms $g(R)f'_{\rm in}(R)$ and $-g(R)f'_{\rm out}(R)$. They cancel when $f$ is smooth, so

$$
A(g,f)=-\int_0^R g'_{\rm in}f'_{\rm in}\,dx-\int_R^L g'_{\rm out}f'_{\rm out}\,dx .
$$

This is `assembled_eq_neg_slopes`. Only $f$, the orbital that is differentiated twice, has to be smooth; $g$ may have a kink. The right-hand side is visibly symmetric in $f$ and $g$.

## Two polynomials that test the parts and the kink

The family `trialOrbital R L s t` is $(s+tx)\,x(L-x)$, with slope and curvature verified in `trial_piece`. Two members are used: $p=x(L-x)$, with $s=1$ and $t=0$, and $q=x\,p=x^2(L-x)$, with $s=0$ and $t=1$. Since $q'=p+xp'$,

$$
p'q-pq'=xpp'-p^2-xpp'=-p^2 .
$$

At $R$ this equals $-(R(L-R))^2$, which is nonzero whenever $0<R<L$. Thus $S(q,p)\ne S(p,q)$ and $O(q,p)\ne O(p,q)$, although both orbitals are smooth. This is `parts_not_symmetric_witness`.

The parabola $p$ also detects kinks. Suppose that $A(g,f)=A(f,g)$ for every smooth $g$. Taking $g=p$ in the asymmetry formula removes the second bracket and leaves

$$
R(L-R)\,[f'_{\rm in}-f'_{\rm out}](R)=0 .
$$

For $0<R<L$ the prefactor is nonzero, so $f$ has no kink. Together with the main theorem this gives `smooth_iff_symmetric`: an orbital of this class is smooth exactly when its assembled elements with all smooth orbitals are symmetric.

## A tent function and a missing wall

Take $L=2$ and $R=1$. Let $f$ be the tent that equals $x$ on $[0,1]$ and $2-x$ on $[1,2]$, and let $g=x(2-x)$. Only the slope condition on $f$ fails. Inside each region $f''=0$, so $A(g,f)=0$, whereas $g''=-2$ gives

$$
A(f,g)=-2\int_0^2 f\,dx=-2 .
$$

The difference, $2$, is $g(1)$ times the slope jump $1-(-1)$. The regional integrals miss the curvature concentrated at the kink, which as a distribution is $-2\,\delta(x-1)$; including it would add $-2g(1)=-2$ to $A(g,f)$ and restore the symmetry.

The condition at the wall matters too. The functions $f=x$ and $g=x^2$ are smooth and vanish at $0$, but not at $L>0$. For them $\int_0^L g f''\,dx=0$, while $\int_0^L f g''\,dx=L^2$. The asymmetry now comes from the uncancelled boundary term at $L$.
